# Restricted Hartree-Fock overestimates the zero-field polarizability of the repulsive Hubbard dimer

Take two electrons on sites L and R, with hopping t > 0, repulsion U > 0 and field term v(n_L − n_R). Let E(v) be the lowest singlet energy, E_HF(v) the restricted Hartree-Fock energy, and D = √(U² + 16t²). Then

E_HF''(0) = −4/(2t + U) < −8(D − U)/(D(D + U)) = E''(0).

With v as the field variable, the polarizability is minus the curvature, so restricted Hartree-Fock makes it too large. Converting v to an electric field multiplies both polarizabilities by the same positive constant. For this two-site model, the formulas give a closed-form test of a linear-response code.

## Exact curvature from the secular cubic

The eigenvalues e satisfy

e((e − U)² − 4v²) = 4t²(e − U).

Left minus right is 4t²U > 0 at e = 0 and is not positive at e = −2t − 2|v|, so a negative root exists. Divide the cubic by e and subtract it for negative roots e, e' at fields v, v':

(e' − e) Q = −4(v'² − v²), Q = 2U − e − e' + 4t²U/(ee') ≥ 2U.

Equal fields force e = e', so the negative root is unique and lowest. The bound on Q makes E continuous. Dividing by v' − v and letting v' → v gives

E'(v) = −8v/Q(v), Q(v) = 2U − 2E(v) + 4t²U/E(v)²,

hence E''(0) = −8/Q(0). At v = 0 the cubic reduces to e(e − U) = 4t², so E(0) = (U − D)/2 and Q(0) = D(D + U)/(D − U).

## Hartree-Fock curvature from the optimal orbital

Doubly occupy cos θ |L⟩ + sin θ |R⟩, and write X = cos 2θ, Y = sin 2θ. The energy and its stationarity condition are

−2tY + 2vX + U(1 + X²)/2,
2tX + 2vY + UXY = 0.

At a minimum Y ≥ 0, since θ → −θ flips only the hopping term. Y = 0 would force X = 0, contradicting X² + Y² = 1. Dividing by Y gives UX + 2tX/Y = −2v. Since X/Y increases with X, U|X(x) − X(a)| ≤ 2|x − a| for fields x, a, and X is continuous. Using each field's optimal orbital at the other field gives

2(x − a)X(x) ≤ E_HF(x) − E_HF(a) ≤ 2(x − a)X(a).

Thus E_HF' = 2X = −4vY/(2t + UY). At v = 0, X = 0 and Y = 1, so E_HF''(0) = −4/(2t + U).

The inequality between the curvatures follows from

D(D + U) − 2(D − U)(2t + U) = (U + 4t − D)²/2 + 2U² > 0.

For t = 1, U = 3 we have D = 5. The exact curvature is −16/40 = −0.4 and the restricted Hartree-Fock one is −4/5 = −0.8, so the polarizability comes out twice too large. Since U > 2t here, an unrestricted calculation at zero field would find a lower, spin-polarised solution; the comparison requires the restricted one.

## The dimer and its two energies in Lean

```lean
import Mathlib

open Matrix Filter Topology

namespace HubbardDimerPolarizability

noncomputable section
```

The basis consists of the covalent singlet and the normalised sum and difference of the two doubly occupied site states.

```lean
/-- Singlet Hamiltonian of the Hubbard dimer in a staggered field `v`, in the basis
covalent, symmetric ionic, antisymmetric ionic. -/
def singletH (t U v : ℝ) : Matrix (Fin 3) (Fin 3) ℝ :=
  !![0, -2 * t, 0; -2 * t, U, 2 * v; 0, 2 * v, U]
```

Eigenvalues are defined through nonzero real eigenvectors, and the exact energy is their infimum.

```lean
/-- The eigenvalues of the singlet Hamiltonian. -/
def energyLevels (t U v : ℝ) : Set ℝ :=
  {e | ∃ ψ : Fin 3 → ℝ, ψ ≠ 0 ∧ singletH t U v *ᵥ ψ = e • ψ}

/-- The exact singlet ground-state energy in the field `v`. -/
def groundEnergy (t U v : ℝ) : ℝ := sInf (energyLevels t U v)
```

The trial state is normalised. Only real orbitals shared by both spins enter; spin-unrestricted solutions are excluded.

```lean
/-- The singlet in which both electrons occupy the orbital `cos θ |L⟩ + sin θ |R⟩`. -/
def pairState (θ : ℝ) : Fin 3 → ℝ :=
  (√2)⁻¹ • ![Real.sin (2 * θ), 1, Real.cos (2 * θ)]

/-- Energy expectation value of the doubly occupied orbital. -/
def pairEnergy (t U v θ : ℝ) : ℝ :=
  pairState θ ⬝ᵥ (singletH t U v *ᵥ pairState θ)

/-- The restricted Hartree-Fock energy: the infimum over doubly occupied real orbitals. -/
def rhfEnergy (t U v : ℝ) : ℝ := sInf (Set.range (pairEnergy t U v))
```

`splitting` is D.

```lean
/-- The energy scale `D = √(U² + 16 t²)`. -/
def splitting (t U : ℝ) : ℝ := √(U ^ 2 + 16 * t ^ 2)
```

## Two criteria for continuity and slope

The first lemma turns a bound on changes into continuity. The second squeezes the difference quotient towards `g a`.

```lean
/-- A function is continuous if its changes, times a positive constant, are bounded by those
of a continuous function. -/
theorem continuous_of_bound {F g : ℝ → ℝ} {c : ℝ} (hc : 0 < c) (hg : Continuous g)
    (h : ∀ x a, c * |F x - F a| ≤ |g x - g a|) : Continuous F := by
  refine continuous_iff_continuousAt.2 fun a => tendsto_iff_dist_tendsto_zero.2 ?_
  have h1 : Continuous fun x => |g x - g a| / c := by fun_prop
  have h2 := h1.tendsto a
  simp only [sub_self, abs_zero, zero_div] at h2
  refine squeeze_zero (fun _ => dist_nonneg) (fun x => ?_) h2
  rw [Real.dist_eq, le_div_iff₀ hc]
  linarith [h x a]

/-- If the error of the linear estimate with slope `g a` is at most the displacement times the
change of `g`, and `g` is continuous at `a`, then `g a` is the derivative at `a`. -/
theorem hasDerivAt_of_tangent {F g : ℝ → ℝ} {a : ℝ}
    (h : ∀ x, |F x - F a - (x - a) * g a| ≤ |(x - a) * (g x - g a)|)
    (hg : ContinuousAt g a) : HasDerivAt F (g a) a := by
  rw [hasDerivAt_iff_tendsto_slope, tendsto_iff_dist_tendsto_zero]
  have h1 := (tendsto_iff_dist_tendsto_zero.1 hg.tendsto).mono_left
    (nhdsWithin_le_nhds (s := {a}ᶜ))
  refine squeeze_zero' (Eventually.of_forall fun _ => dist_nonneg) ?_ h1
  filter_upwards [self_mem_nhdsWithin] with x hx
  have hx' : x - a ≠ 0 := sub_ne_zero.2 hx
  have h2 : (F x - F a) / (x - a) - g a = (F x - F a - (x - a) * g a) / (x - a) := by
    rw [sub_div (F x - F a) ((x - a) * g a) (x - a), mul_div_cancel_left₀ _ hx']
  rw [Real.dist_eq, Real.dist_eq, slope_def_field, h2, abs_div,
    div_le_iff₀ (abs_pos.2 hx'), ← abs_mul, mul_comm (g x - g a) (x - a)]
  exact h x
```

## The exact level

A vanishing determinant gives the cubic, and `level_difference` is the subtraction formula with its bound on Q.

```lean
/-- The energy levels are the roots of the secular cubic. -/
theorem mem_energyLevels_iff (t U v e : ℝ) : e ∈ energyLevels t U v ↔
    e * ((e - U) ^ 2 - 4 * v ^ 2) = 4 * t ^ 2 * (e - U) := by
  have key : ∀ ψ : Fin 3 → ℝ, singletH t U v *ᵥ ψ = e • ψ ↔
      (singletH t U v - e • (1 : Matrix (Fin 3) (Fin 3) ℝ)) *ᵥ ψ = 0 := by
    intro ψ
    rw [Matrix.sub_mulVec, Matrix.smul_mulVec, Matrix.one_mulVec, sub_eq_zero]
  have hdet : (singletH t U v - e • (1 : Matrix (Fin 3) (Fin 3) ℝ)).det =
      4 * t ^ 2 * (e - U) - e * ((e - U) ^ 2 - 4 * v ^ 2) := by
    rw [Matrix.det_fin_three]
    simp [singletH]
    ring
  simp only [energyLevels, Set.mem_ofPred_eq, key]
  rw [Matrix.exists_mulVec_eq_zero_iff, hdet, sub_eq_zero, eq_comm]

/-- For `U > 0`, negative levels `e`, `e'` at fields `v`, `v'` differ by `-4 (v'² - v²)` over
a factor that is at least `2U`. -/
theorem level_difference {t U v v' e e' : ℝ} (hU : 0 < U) (he : e < 0) (he' : e' < 0)
    (h : e * ((e - U) ^ 2 - 4 * v ^ 2) = 4 * t ^ 2 * (e - U))
    (h' : e' * ((e' - U) ^ 2 - 4 * v' ^ 2) = 4 * t ^ 2 * (e' - U)) :
    2 * U ≤ 2 * U - e - e' + 4 * t ^ 2 * U / (e * e') ∧
    (e' - e) * (2 * U - e - e' + 4 * t ^ 2 * U / (e * e')) = -4 * (v' ^ 2 - v ^ 2) := by
  have hp : 0 < e * e' := mul_pos_of_neg_of_neg he he'
  have hk0 : 0 ≤ 4 * t ^ 2 * U / (e * e') := div_nonneg (by positivity) hp.le
  have hk : 4 * t ^ 2 * U / (e * e') * (e * e') = 4 * t ^ 2 * U := div_mul_cancel₀ _ hp.ne'
  generalize 4 * t ^ 2 * U / (e * e') = k at *
  refine ⟨by linarith, mul_left_cancel₀ hp.ne' ?_⟩
  linear_combination e' * h - e * h' + (e' - e) * hk
```

The intermediate value theorem supplies the negative root; the difference formula excludes anything lower.

```lean
/-- For `t, U > 0` the ground energy is the least eigenvalue, and it is negative. -/
theorem groundEnergy_isLeast {t U : ℝ} (ht : 0 < t) (hU : 0 < U) (v : ℝ) :
    IsLeast (energyLevels t U v) (groundEnergy t U v) ∧ groundEnergy t U v < 0 := by
  let p : ℝ → ℝ := fun e => e * ((e - U) ^ 2 - 4 * v ^ 2) - 4 * t ^ 2 * (e - U)
  have hlo : p (-(2 * t + 2 * |v|)) ≤ 0 := by
    have hw := abs_nonneg v
    have h : 0 ≤ 4 * t ^ 2 * (2 * |v|) +
      (2 * t * U + 4 * t * |v| + 2 * |v| * U) * (2 * t + 4 * |v| + U) := by positivity
    change _ * ((_ - U) ^ 2 - 4 * v ^ 2) - 4 * t ^ 2 * (_ - U) ≤ 0
    rw [← sq_abs v]
    linarith
  have hhi : 0 < p 0 := by
    have : 0 < 4 * t ^ 2 * U := by positivity
    change 0 < 0 * ((0 - U) ^ 2 - 4 * v ^ 2) - 4 * t ^ 2 * (0 - U)
    linarith
  have hc : Continuous p := by fun_prop
  -- the secular cubic changes sign on the negative axis
  obtain ⟨e, ⟨_, he0⟩, hpe⟩ := intermediate_value_Icc
    (by linarith [abs_nonneg v] : -(2 * t + 2 * |v|) ≤ 0) hc.continuousOn ⟨hlo, hhi.le⟩
  have he : e < 0 := lt_of_le_of_ne he0 fun h => by rw [h] at hpe; linarith
  have hsec : e * ((e - U) ^ 2 - 4 * v ^ 2) = 4 * t ^ 2 * (e - U) := sub_eq_zero.1 hpe
  have hl : IsLeast (energyLevels t U v) e := by
    refine ⟨(mem_energyLevels_iff t U v e).2 hsec, fun e' h' => ?_⟩
    by_contra hn
    have hlt : e' < e := not_le.1 hn
    obtain ⟨h1, h2⟩ := level_difference hU he (hlt.trans he) hsec
      ((mem_energyLevels_iff t U v e').1 h')
    rw [sub_self, mul_zero] at h2
    rcases mul_eq_zero.1 h2 with h3 | h3 <;> linarith
  have hg : groundEnergy t U v = e := hl.csInf_eq
  rw [hg]
  exact ⟨hl, he⟩
```

The slope criterion is used twice, for E and then for E' at zero. The last block evaluates Q(0).

```lean
/-- For `t, U > 0` the exact energy is differentiable in the field, with second derivative
`-8 (D - U) / (D (D + U))` at zero field. -/
theorem groundEnergy_second_deriv {t U : ℝ} (ht : 0 < t) (hU : 0 < U) :
    Differentiable ℝ (groundEnergy t U) ∧ HasDerivAt (deriv (groundEnergy t U))
      (-8 * (splitting t U - U) / (splitting t U * (splitting t U + U))) 0 := by
  have hneg := fun v => (groundEnergy_isLeast ht hU v).2
  have hsec := fun v => (mem_energyLevels_iff t U v _).1 (groundEnergy_isLeast ht hU v).1.1
  generalize groundEnergy t U = E at hneg hsec ⊢
  have hd := fun a x => level_difference hU (hneg a) (hneg x) (hsec a) (hsec x)
  have hcont : Continuous E := by
    refine continuous_of_bound (g := fun x => -4 * x ^ 2) (c := 2 * U) (by linarith)
      (by fun_prop) fun x a => ?_
    obtain ⟨h1, h2⟩ := hd a x
    have h3 : -4 * x ^ 2 - -4 * a ^ 2 = -4 * (x ^ 2 - a ^ 2) := by ring
    rw [h3, ← h2, abs_mul, abs_of_pos (lt_of_lt_of_le (by linarith) h1), mul_comm]
    exact mul_le_mul_of_nonneg_left h1 (abs_nonneg _)
  have hne : ∀ a, E a * E a ≠ 0 := fun a => (mul_pos_of_neg_of_neg (hneg a) (hneg a)).ne'
  have hQ : ∀ a x, 2 * U - E a - E x + 4 * t ^ 2 * U / (E a * E x) ≠ 0 := fun a x =>
    (lt_of_lt_of_le (by linarith) (hd a x).1).ne'
  have hder : ∀ a, HasDerivAt E
      (-8 * a / (2 * U - E a - E a + 4 * t ^ 2 * U / (E a * E a))) a := by
    intro a
    refine (hasDerivAt_of_tangent
      (g := fun x => -4 * (x + a) / (2 * U - E a - E x + 4 * t ^ 2 * U / (E a * E x)))
      (fun x => le_of_eq (congrArg abs ?_)) ?_).congr_deriv (by ring)
    · have hf : E x - E a = (x - a) *
          (-4 * (x + a) / (2 * U - E a - E x + 4 * t ^ 2 * U / (E a * E x))) := by
        rw [← mul_div_assoc, eq_div_iff (hQ a x)]
        linear_combination (hd a x).2
      linear_combination hf
    · exact ContinuousAt.div (by fun_prop) (ContinuousAt.add (by fun_prop)
        (ContinuousAt.div (by fun_prop) (by fun_prop) (hne a))) (hQ a a)
  refine ⟨fun a => (hder a).differentiableAt, ?_⟩
  rw [funext fun a => (hder a).deriv]
  refine (hasDerivAt_of_tangent
    (g := fun x => -8 / (2 * U - E x - E x + 4 * t ^ 2 * U / (E x * E x)))
    (fun x => le_of_eq (congrArg abs ?_)) ?_).congr_deriv ?_
  · ring
  · exact ContinuousAt.div (by fun_prop) (ContinuousAt.add (by fun_prop)
      (ContinuousAt.div (by fun_prop) (by fun_prop) (hne 0))) (hQ 0 0)
  · -- at zero field the cubic factorises and D = U - 2 E(0)
    have h0 := hsec 0
    have he := hneg 0
    generalize E 0 = e at h0 he ⊢
    have h4 : e * (e - U) = 4 * t ^ 2 :=
      mul_right_cancel₀ (by linarith : e - U < 0).ne (by linear_combination h0)
    have hD : splitting t U = U - 2 * e := by
      rw [splitting, show U ^ 2 + 16 * t ^ 2 = (U - 2 * e) ^ 2 by linear_combination -4 * h4,
        Real.sqrt_sq (by linarith)]
    have hden : 2 * U - e - e + e * (e - U) * U / (e * e) = (U - e) * (2 * e - U) / e := by
      have := he.ne
      field_simp
      ring
    have n1 : (U - e) * (2 * e - U) ≠ 0 :=
      mul_ne_zero (by linarith : 0 < U - e).ne' (by linarith : 2 * e - U < 0).ne
    have n2 : (U - 2 * e) * (U - 2 * e + U) ≠ 0 :=
      mul_ne_zero (by linarith : 0 < U - 2 * e).ne' (by linarith : 0 < U - 2 * e + U).ne'
    rw [hD, ← h4, hden, div_div_eq_mul_div, div_eq_div_iff n1 n2]
    ring
```

## The mean-field level

After the energy formula, periodicity and continuity provide a minimising angle, where the derivative vanishes.

```lean
/-- The energy of a doubly occupied orbital as a function of its mixing angle. -/
theorem pairEnergy_eq (t U v θ : ℝ) : pairEnergy t U v θ =
    -2 * t * Real.sin (2 * θ) + 2 * v * Real.cos (2 * θ)
      + U * (1 + Real.cos (2 * θ) ^ 2) / 2 := by
  have h : (√2)⁻¹ * (√2)⁻¹ = (1 / 2 : ℝ) := by
    rw [← mul_inv, Real.mul_self_sqrt (by norm_num)]
    norm_num
  rw [pairEnergy, pairState, Matrix.mulVec_smul, smul_dotProduct, dotProduct_smul, smul_smul, h]
  simp [singletH, Matrix.mulVec, dotProduct, Fin.sum_univ_succ]
  ring

/-- For `t > 0` an optimal orbital exists; it is bonding (`sin 2θ > 0`) and satisfies the
Hartree-Fock stationarity equation. -/
theorem exists_rhf_orbital {t : ℝ} (ht : 0 < t) (U v : ℝ) : ∃ θ,
    (∀ θ', pairEnergy t U v θ ≤ pairEnergy t U v θ') ∧
    rhfEnergy t U v = pairEnergy t U v θ ∧ 0 < Real.sin (2 * θ) ∧
    2 * t * Real.cos (2 * θ) + 2 * v * Real.sin (2 * θ)
      + U * Real.cos (2 * θ) * Real.sin (2 * θ) = 0 := by
  have hf : pairEnergy t U v = fun θ => -2 * t * Real.sin (2 * θ) + 2 * v * Real.cos (2 * θ)
      + U * (1 + Real.cos (2 * θ) * Real.cos (2 * θ)) / 2 := by
    funext θ
    rw [pairEnergy_eq]
    ring
  have hcont : Continuous (pairEnergy t U v) := by
    rw [hf]
    fun_prop
  have hper : Function.Periodic (pairEnergy t U v) Real.pi := by
    intro θ
    rw [pairEnergy_eq, pairEnergy_eq, show 2 * (θ + Real.pi) = 2 * θ + 2 * Real.pi by ring,
      Real.sin_add_two_pi, Real.cos_add_two_pi]
  obtain ⟨_, ⟨θ, rfl⟩, hle⟩ := (hper.compact_of_continuous Real.pi_ne_zero hcont).exists_isLeast
    (Set.range_nonempty _)
  have hmin : ∀ θ', pairEnergy t U v θ ≤ pairEnergy t U v θ' := fun θ' => hle ⟨θ', rfl⟩
  have hd : HasDerivAt (pairEnergy t U v) (-2 * (2 * t * Real.cos (2 * θ)
      + 2 * v * Real.sin (2 * θ) + U * Real.cos (2 * θ) * Real.sin (2 * θ))) θ := by
    rw [hf]
    have h2 : HasDerivAt (fun x : ℝ => 2 * x) 2 θ := by
      simpa using (hasDerivAt_id θ).const_mul 2
    exact (((h2.sin.const_mul (-2 * t)).fun_add (h2.cos.const_mul (2 * v))).fun_add
      ((((h2.cos.fun_mul h2.cos).const_add 1).const_mul U).div_const 2)).congr_deriv (by ring)
  have hst := (show IsLocalMin (pairEnergy t U v) θ from
    Eventually.of_forall hmin).hasDerivAt_eq_zero hd
  have hs : 0 ≤ Real.sin (2 * θ) := by
    -- reversing the sign of the bond order cannot lower the energy
    have h := hmin (-θ)
    rw [pairEnergy_eq, pairEnergy_eq, mul_neg, Real.sin_neg, Real.cos_neg] at h
    by_contra hn
    have := mul_neg_of_pos_of_neg ht (not_le.1 hn)
    linarith
  refine ⟨θ, hmin, IsLeast.csInf_eq ⟨⟨θ, rfl⟩, hle⟩, lt_of_le_of_ne hs fun h0 => ?_,
    by linarith⟩
  rw [← h0] at hst
  have hc : Real.cos (2 * θ) = 0 :=
    (mul_eq_zero.1 (by linarith : t * Real.cos (2 * θ) = 0)).resolve_left ht.ne'
  have h1 := Real.sin_sq_add_cos_sq (2 * θ)
  rw [← h0, hc] at h1
  norm_num at h1
```

In the next proof `choose` selects an optimal angle for every field. `hm` is the monotonicity of X/Y, `hder` the two-sided variational estimate, and `hg` the stationarity equation solved for 2X.

```lean
/-- For `t, U > 0` the restricted Hartree-Fock energy is differentiable in the field, with
second derivative `-4 / (2t + U)` at zero field. -/
theorem rhfEnergy_second_deriv {t U : ℝ} (ht : 0 < t) (hU : 0 < U) :
    Differentiable ℝ (rhfEnergy t U) ∧
      HasDerivAt (deriv (rhfEnergy t U)) (-4 / (2 * t + U)) 0 := by
  choose θ hmin hE hs hst using exists_rhf_orbital ht U
  have hF := fun v => (hE v).trans (pairEnergy_eq t U v (θ v))
  have hle := fun x a => (hE x).le.trans ((hmin x (θ a)).trans_eq (pairEnergy_eq t U x (θ a)))
  have hXY := fun v => Real.sin_sq_add_cos_sq (2 * θ v)
  -- X is the charge imbalance and Y the bond order of the optimal orbital
  obtain ⟨X, hX⟩ : ∃ X : ℝ → ℝ, ∀ v, X v = Real.cos (2 * θ v) := ⟨_, fun _ => rfl⟩
  obtain ⟨Y, hY⟩ : ∃ Y : ℝ → ℝ, ∀ v, Y v = Real.sin (2 * θ v) := ⟨_, fun _ => rfl⟩
  simp only [← hX, ← hY] at hF hle hs hst hXY
  have hXc : Continuous X := by
    refine continuous_of_bound (g := fun x => -2 * x) hU (by fun_prop) fun x a => ?_
    have hp : ∀ v, U * X v + 2 * v + 2 * t * (X v / Y v) = 0 := by
      intro v
      have h1 : X v / Y v * Y v = X v := div_mul_cancel₀ _ (hs v).ne'
      refine mul_right_cancel₀ (hs v).ne' ?_
      linear_combination hst v + 2 * t * h1
    have hm : 0 ≤ (X x / Y x - X a / Y a) * (X x - X a) := by
      rw [div_sub_div _ _ (hs x).ne' (hs a).ne', div_mul_eq_mul_div]
      refine div_nonneg ?_ (mul_pos (hs x) (hs a)).le
      have h1 : (X x * Y a - Y x * X a) * (X x - X a) =
          (Y a + Y x) * (1 - X a * X x - Y a * Y x) := by
        linear_combination Y a * hXY x + Y x * hXY a
      rw [h1]
      refine mul_nonneg (add_pos (hs a) (hs x)).le ?_
      nlinarith [sq_nonneg (X a - X x), sq_nonneg (Y a - Y x), hXY a, hXY x]
    have hr : -2 * x - -2 * a =
        U * (X x - X a) + 2 * t * (X x / Y x - X a / Y a) := by
      linear_combination hp a - hp x
    have hm' := mul_nonneg (mul_pos hU ht).le hm
    calc U * |X x - X a| = |U * (X x - X a)| := by rw [abs_mul, abs_of_pos hU]
      _ ≤ |-2 * x - -2 * a| := by
        rw [hr]
        refine sq_le_sq.1 ?_
        nlinarith [sq_nonneg (2 * t * (X x / Y x - X a / Y a))]
  have hder : ∀ a, HasDerivAt (rhfEnergy t U) (2 * X a) a := by
    -- the variational principle at two fields encloses the energy difference
    intro a
    refine hasDerivAt_of_tangent (g := fun v => 2 * X v) (fun x => ?_) (by fun_prop)
    have h1 : rhfEnergy t U x - rhfEnergy t U a - (x - a) * (2 * X a) ≤ 0 := by
      linarith [hle x a, hF a]
    have h2 : (x - a) * (2 * X x - 2 * X a) ≤
        rhfEnergy t U x - rhfEnergy t U a - (x - a) * (2 * X a) := by
      linarith [hle a x, hF x]
    rw [abs_of_nonpos h1, abs_of_nonpos (h2.trans h1)]
    linarith
  have hYe : ∀ v, Y v = √(1 - X v ^ 2) := fun v => by
    rw [show 1 - X v ^ 2 = Y v ^ 2 by linarith [hXY v], Real.sqrt_sq (hs v).le]
  have hYc : Continuous Y := by
    rw [funext hYe]
    fun_prop
  have hpos : ∀ v, 2 * t + U * Y v ≠ 0 := fun v => by
    have := mul_pos hU (hs v)
    exact (by linarith : 0 < 2 * t + U * Y v).ne'
  have hg : ∀ v, 2 * X v = v * (-4 * Y v / (2 * t + U * Y v)) := fun v => by
    rw [← mul_div_assoc, eq_div_iff (hpos v)]
    linear_combination 2 * hst v
  refine ⟨fun a => (hder a).differentiableAt, ?_⟩
  rw [funext fun a => (hder a).deriv]
  refine (hasDerivAt_of_tangent (g := fun v => -4 * Y v / (2 * t + U * Y v))
    (fun x => le_of_eq (congrArg abs ?_)) ?_).congr_deriv ?_
  · linear_combination hg x - hg 0
  · exact ContinuousAt.div (by fun_prop) (by fun_prop) (hpos 0)
  · have hX0 : X 0 = 0 := by linarith [hg 0]
    have hY0 : Y 0 = 1 := by
      rw [hYe 0, hX0]
      norm_num
    rw [hY0, mul_one, mul_one]
```

## The comparison

The final theorem states both curvatures and their strict order. Lean's `deriv` is zero where a function is not differentiable, but the two preceding curvature theorems establish genuine derivatives. After cross-multiplication, `nlinarith` receives the square (U + 4t − D)² and the positivity of U².

```lean
/-- For `t, U > 0` the exact and restricted Hartree-Fock energies have the stated curvatures at zero
field, and the Hartree-Fock one is strictly lower: restricted Hartree-Fock overestimates the
polarizability. -/
theorem rhf_overestimates_polarizability {t U : ℝ} (ht : 0 < t) (hU : 0 < U) :
    deriv (deriv (groundEnergy t U)) 0 =
      -8 * (splitting t U - U) / (splitting t U * (splitting t U + U)) ∧
    deriv (deriv (rhfEnergy t U)) 0 = -4 / (2 * t + U) ∧
    deriv (deriv (rhfEnergy t U)) 0 < deriv (deriv (groundEnergy t U)) 0 := by
  have h1 := (groundEnergy_second_deriv ht hU).2.deriv
  have h2 := (rhfEnergy_second_deriv ht hU).2.deriv
  refine ⟨h1, h2, ?_⟩
  rw [h1, h2]
  have hD : 0 < splitting t U := Real.sqrt_pos.2 (by positivity)
  have hD2 : splitting t U ^ 2 = U ^ 2 + 16 * t ^ 2 := Real.sq_sqrt (by positivity)
  generalize splitting t U = D at hD hD2 ⊢
  rw [div_lt_div_iff₀ (by positivity) (by positivity)]
  nlinarith [sq_nonneg (U + 4 * t - D), pow_pos hU 2]

end

end HubbardDimerPolarizability
```

```lean
#print axioms HubbardDimerPolarizability.rhf_overestimates_polarizability
-- 'HubbardDimerPolarizability.rhf_overestimates_polarizability' depends on axioms: [propext, Classical.choice, Quot.sound]
```
